# Minimizers of the absolute deviation stay within the range of two or more fixed local energies, while the mean follows a single outlier to infinity

The reference energy is modelled here as any global minimizer of a deviation, not as a median found by sorting the sample. The difference matters because the total absolute deviation can have many minimizers: for the energies $0,1,2,3$, every number from $1$ to $2$ is one. The theorem therefore bounds all of them.

A local energy is the value $(\hat H\Psi)(R)/\Psi(R)$ of a trial function $\Psi$ at a sampled configuration $R$, and it can become very large near a node of $\Psi$. Variance minimization penalizes squared deviations of such energies from a reference energy. The result bears on how one outlier moves that reference energy, in a one-parameter model where the sampled energies are given real numbers with equal weights. It does not treat the optimization of $\Psi$ itself.

## Samples, deviations and minimizers

```lean
import Mathlib

open Filter

namespace LocalEnergyOutliers

noncomputable section

variable {ι κ : Type*} [Fintype ι] [Fintype κ]
```

The finite types `ι` and `κ` are sets of labels for sampled configurations. Later, `ι` labels the fixed energies and `κ` the outliers. Write $m$ and $p$ for their numbers of elements, which Lean calls `Fintype.card ι` and `Fintype.card κ`.

```lean
/-- The total absolute deviation of the local energies `S` from a reference energy `c`. -/
def absDev (S : ι → ℝ) (c : ℝ) : ℝ := ∑ i, |S i - c|
```

A sample is a function `S : ι → ℝ`, which assigns an energy $S_i$ to each label $i$. Its total absolute deviation from a trial reference energy $c$ is
$$D(c)=\sum_i |S_i-c|.$$

```lean
/-- The total squared deviation of the local energies `S` from a reference energy `c`. -/
def sqDev (S : ι → ℝ) (c : ℝ) : ℝ := ∑ i, (S i - c) ^ 2
```

The squared counterpart is $Q(c)=\sum_i (S_i-c)^2$. Neither sum is divided by the sample size, which would not change the minimizers of a nonempty sample.

```lean
/-- The mean local energy of a nonempty sample. -/
def mean (S : ι → ℝ) : ℝ := (∑ i, S i) / Fintype.card ι
```

This is the ordinary sample mean, the sum of the energies divided by their number.

```lean
/-- The reference energy `c` is a global minimizer of the objective `f`. -/
def IsMinimizer (f : ℝ → ℝ) (c : ℝ) : Prop := ∀ x, f c ≤ f x
```

`IsMinimizer f c` is the proposition that $f(c)\le f(x)$ for every real $x$. The minimum is global, and $c$ is not restricted to the sampled values.

```lean
/-- The fixed local energies `E` together with one further local energy `z`. -/
abbrev withOutlier (E : ι → ℝ) (z : ℝ) : ι ⊕ Unit → ℝ := Sum.elim E (fun _ => z)
```

`Unit` is a type with exactly one element, so `ι ⊕ Unit` has one label more than `ι`. The joint sample takes the values $E_i$ on the old labels and $z$ on the new one.

## Splitting the sample with `Sum.elim`

```lean
/-- The absolute deviation of a joint sample is the sum of those of its two parts. -/
theorem absDev_elim (E : ι → ℝ) (z : κ → ℝ) (c : ℝ) :
    absDev (Sum.elim E z) c = ∑ i, |E i - c| + ∑ k, |z k - c| := by
  simp [absDev, Fintype.sum_sum_type]
```

In ordinary notation, for fixed energies $E_i$ and outliers $z_k$,
$$D(c)=\sum_i|E_i-c|+\sum_k|z_k-c|.$$

The proof turns on the device behind this line. The type `ι ⊕ κ` is a disjoint union: each element is either `Sum.inl i`, a label from `ι`, or `Sum.inr k`, a label from `κ`. The function `Sum.elim E z` returns $E_i$ in the first case and $z_k$ in the second. Mathlib's `Fintype.sum_sum_type` says that a sum over the union is the sum over one part plus the sum over the other. The joint sample is thus again a function on a finite type, to which `absDev`, `sqDev` and `mean` apply unchanged, and no outlier needs a position in a list.

## The majority wins

```lean
/-- Let the outliers `z` be fewer than the fixed energies `E`. If `b` differs from `c` and lies
between `c` and every fixed energy, then `b` has the smaller total absolute deviation. -/
theorem absDev_lt_of_between (h : Fintype.card κ < Fintype.card ι) {E : ι → ℝ} (z : κ → ℝ)
    {b c : ℝ} (hbc : b ≠ c) (hE : ∀ i, |E i - c| = |E i - b| + |b - c|) :
    absDev (Sum.elim E z) b < absDev (Sum.elim E z) c := by
  -- every fixed energy gains the full distance
  have h1 : ∑ i, |E i - c| = ∑ i, |E i - b| + Fintype.card ι * |b - c| := by
    rw [Finset.sum_congr rfl (fun i _ => hE i), Finset.sum_add_distrib]
    simp
  -- every outlier loses at most that distance
  have h2 : ∑ k, |z k - b| ≤ ∑ k, |z k - c| + Fintype.card κ * |b - c| := by
    calc ∑ k, |z k - b| ≤ ∑ k, (|z k - c| + |b - c|) :=
          Finset.sum_le_sum fun k _ => by
            have := abs_sub_le (z k) c b
            rwa [abs_sub_comm c b] at this
      _ = _ := by
          rw [Finset.sum_add_distrib]
          simp
  have h3 : (Fintype.card κ : ℝ) < Fintype.card ι := by exact_mod_cast h
  have h4 : 0 < |b - c| := abs_pos.mpr (sub_ne_zero.mpr hbc)
  rw [absDev_elim, absDev_elim, h1]
  nlinarith [mul_lt_mul_of_pos_right h3 h4]
```

The hypothesis `hE` expresses that $b$ lies between $c$ and each fixed energy, through the equality $|E_i-c|=|E_i-b|+|b-c|$. Summing it over $i$ gives `h1`:
$$\sum_i|E_i-c|=\sum_i|E_i-b|+m|b-c|.$$
For the outliers, the triangle inequality $|z_k-b|\le|z_k-c|+|b-c|$ sums to `h2`:
$$\sum_k|z_k-b|\le\sum_k|z_k-c|+p|b-c|.$$
Adding the two parts yields
$$D(b)\le D(c)-(m-p)|b-c|<D(c),$$
since $p<m$ and $b\ne c$. The tactic `nlinarith` performs this last step, helped by the product inequality $p|b-c|<m|b-c|$.

```lean
/-- With fewer outliers than fixed energies, a reference energy above all fixed energies has a
larger total absolute deviation than the largest fixed energy. -/
theorem absDev_lt_above (h : Fintype.card κ < Fintype.card ι) {E : ι → ℝ} (z : κ → ℝ)
    {c : ℝ} (hc : (⨆ i, E i) < c) :
    absDev (Sum.elim E z) (⨆ i, E i) < absDev (Sum.elim E z) c := by
  refine absDev_lt_of_between h z hc.ne fun i => ?_
  have hi : E i ≤ ⨆ i, E i := le_ciSup (Set.finite_range E).bddAbove i
  rw [abs_of_nonpos (show E i - c ≤ 0 by linarith),
    abs_of_nonpos (show E i - (⨆ i, E i) ≤ 0 by linarith),
    abs_of_nonpos (show (⨆ i, E i) - c ≤ 0 by linarith)]
  ring
```

The symbol `⨆ i, E i` is the supremum of the fixed energies. There is at least one of them, since $p<m$, and finitely many, so it is their maximum $E_{\max}$. If $c>E_{\max}$, then for every $i$
$$c-E_i=(E_{\max}-E_i)+(c-E_{\max}),$$
with both terms on the right nonnegative. This is the betweenness condition with $b=E_{\max}$, so $D(E_{\max})<D(c)$. The three `abs_of_nonpos` steps remove the absolute values, and `ring` checks the remaining identity.

```lean
/-- With fewer outliers than fixed energies, a reference energy below all fixed energies has a
larger total absolute deviation than the smallest fixed energy. -/
theorem absDev_lt_below (h : Fintype.card κ < Fintype.card ι) {E : ι → ℝ} (z : κ → ℝ)
    {c : ℝ} (hc : c < ⨅ i, E i) :
    absDev (Sum.elim E z) (⨅ i, E i) < absDev (Sum.elim E z) c := by
  refine absDev_lt_of_between h z hc.ne' fun i => ?_
  have hi : (⨅ i, E i) ≤ E i := ciInf_le (Set.finite_range E).bddBelow i
  rw [abs_of_nonneg (show 0 ≤ E i - c by linarith),
    abs_of_nonneg (show 0 ≤ E i - (⨅ i, E i) by linarith),
    abs_of_nonneg (show 0 ≤ (⨅ i, E i) - c by linarith)]
  ring
```

The mirror image uses the minimum $E_{\min}$, written `⨅ i, E i`. If $c<E_{\min}$, then $E_i-c=(E_i-E_{\min})+(E_{\min}-c)$, and hence $D(E_{\min})<D(c)$.

```lean
/-- If the outliers are fewer than the fixed energies, the total absolute deviation has a
minimizer, and every minimizer lies between the smallest and the largest fixed energy. -/
theorem absDev_minimizers (h : Fintype.card κ < Fintype.card ι) (E : ι → ℝ) (z : κ → ℝ) :
    (∃ c, IsMinimizer (absDev (Sum.elim E z)) c) ∧
    ∀ c, IsMinimizer (absDev (Sum.elim E z)) c → c ∈ Set.Icc (⨅ i, E i) (⨆ i, E i) := by
  constructor
  · obtain ⟨i⟩ : Nonempty ι := Fintype.card_pos_iff.mp (by omega)
    have hle : (⨅ i, E i) ≤ ⨆ i, E i :=
      (ciInf_le (Set.finite_range E).bddBelow i).trans
        (le_ciSup (Set.finite_range E).bddAbove i)
    have hcont : Continuous (absDev (Sum.elim E z)) := by
      change Continuous (fun c => ∑ s, |Sum.elim E z s - c|)
      exact continuous_finsetSum _ fun s _ => (continuous_const.sub continuous_id).abs
    -- a minimizer on the compact range of the fixed energies is a global one
    obtain ⟨c, -, hmin⟩ :=
      isCompact_Icc.exists_isMinOn (Set.nonempty_Icc.mpr hle) hcont.continuousOn
    have hm := isMinOn_iff.mp hmin
    refine ⟨c, fun x => ?_⟩
    rcases lt_or_ge x (⨅ i, E i) with hx | hx
    · exact (hm _ (Set.left_mem_Icc.mpr hle)).trans (absDev_lt_below h z hx).le
    rcases lt_or_ge (⨆ i, E i) x with hy | hy
    · exact (hm _ (Set.right_mem_Icc.mpr hle)).trans (absDev_lt_above h z hy).le
    · exact hm x ⟨hx, hy⟩
  · intro c hc
    exact ⟨not_lt.mp fun hlt => not_lt_of_ge (hc _) (absDev_lt_below h z hlt),
      not_lt.mp fun hlt => not_lt_of_ge (hc _) (absDev_lt_above h z hlt)⟩
```

`Set.Icc` denotes a closed interval, here $[E_{\min},E_{\max}]$. The theorem says that a minimizer exists and that every minimizer lies in this interval, whatever the values of the outliers, provided they are fewer than the fixed energies.

For existence, $D$ is a finite sum of continuous functions, so it attains a minimum over the closed bounded interval at some $c$. This $c$ is also a global minimizer. For $x<E_{\min}$ we have $D(c)\le D(E_{\min})<D(x)$, for $x>E_{\max}$ we have $D(c)\le D(E_{\max})<D(x)$, and for $x$ inside the interval there is nothing left to show. The two `rcases` lines make this case distinction.

For the bound, a minimizer below $E_{\min}$ would have a larger deviation than $E_{\min}$, which is a contradiction. The same argument excludes minimizers above $E_{\max}$.

```lean
/-- For as many outliers as fixed energies, with all fixed energies equal to `e` and all
outliers equal to `z`, the value `z` minimizes the total absolute deviation. -/
theorem outlier_minimizes_of_equal_number (e z : ℝ) :
    IsMinimizer (absDev (Sum.elim (fun _ : ι => e) (fun _ : ι => z))) z := by
  intro x
  rw [absDev_elim, absDev_elim, ← Finset.sum_add_distrib, ← Finset.sum_add_distrib]
  refine Finset.sum_le_sum fun i _ => ?_
  have := abs_sub_le e x z
  rw [abs_sub_comm x z] at this
  simpa using this
```

Here both parts of the sample are labelled by `ι`, so they are equally large. All fixed energies equal $e$ and all outliers equal $z$. For every $x$, the triangle inequality gives
$$|e-z|+|z-z|\le|e-x|+|z-x|,$$
and summing over the labels shows that $z$ is a minimizer. If the sample is nonempty and $z\ne e$, this minimizer lies outside the range of the fixed energies, which is the single point $e$. The strict majority in the previous theorem therefore cannot be weakened to equal numbers.

## The mean as the least-squares minimizer

```lean
/-- For a nonempty sample, the squared deviation from `c` is that from the mean plus the sample
size times the squared distance of `c` from the mean. -/
theorem sqDev_eq [Nonempty ι] (S : ι → ℝ) (c : ℝ) :
    sqDev S c = sqDev S (mean S) + Fintype.card ι * (c - mean S) ^ 2 := by
  have hN : (Fintype.card ι : ℝ) ≠ 0 := by exact_mod_cast Fintype.card_ne_zero
  have hs : ∑ i, S i = Fintype.card ι * mean S := by
    unfold mean
    field_simp
  have expand : ∀ x, sqDev S x = ∑ i, S i ^ 2 - 2 * x * ∑ i, S i + Fintype.card ι * x ^ 2 := by
    intro x
    have hx : ∀ i, (S i - x) ^ 2 = S i ^ 2 - 2 * x * S i + x ^ 2 := fun i => by ring
    simp only [sqDev, hx, Finset.sum_add_distrib, Finset.sum_sub_distrib, ← Finset.mul_sum,
      Finset.sum_const, Finset.card_univ, nsmul_eq_mul]
  rw [expand c, expand (mean S), hs]
  ring
```

Let $N\ge1$ be the sample size and $\mu$ the mean, so that $\sum_i S_i=N\mu$. Expanding the square gives, for every $x$,
$$Q(x)=\sum_i S_i^2-2xN\mu+Nx^2,$$
which is the step named `expand`. Subtracting the value at $x=\mu$ from the value at $x=c$ leaves
$$Q(c)-Q(\mu)=Nc^2-2cN\mu+N\mu^2=N(c-\mu)^2.$$

```lean
/-- The mean is the unique least-squares minimizer of a nonempty sample. -/
theorem sqDev_minimizer_iff [Nonempty ι] (S : ι → ℝ) (c : ℝ) :
    IsMinimizer (sqDev S) c ↔ c = mean S := by
  have hN : (Fintype.card ι : ℝ) ≠ 0 := by exact_mod_cast Fintype.card_ne_zero
  constructor
  · intro h
    have h1 : sqDev S c ≤ sqDev S (mean S) := h (mean S)
    rw [sqDev_eq S c] at h1
    have h2 : (Fintype.card ι : ℝ) * (c - mean S) ^ 2 = 0 :=
      le_antisymm (by linarith) (by positivity)
    rcases mul_eq_zero.mp h2 with h3 | h3
    · exact absurd h3 hN
    · exact sub_eq_zero.mp ((pow_eq_zero_iff two_ne_zero).mp h3)
  · intro hc x
    subst hc
    rw [sqDev_eq S x]
    have : 0 ≤ (Fintype.card ι : ℝ) * (x - mean S) ^ 2 := by positivity
    linarith
```

The double arrow `↔` means "if and only if", so the statement says both that the mean is a minimizer and that it is the only one. If $c$ is a minimizer, then $Q(c)\le Q(\mu)$, which forces $N(c-\mu)^2=0$ and hence $c=\mu$. Conversely, $Q(x)=Q(\mu)+N(x-\mu)^2\ge Q(\mu)$ for every $x$.

## One outlier against at least two fixed energies

```lean
/-- Fix at least two local energies and let one more, `z`, vary. Minimizers of the absolute
deviation exist and stay within the range of the fixed energies for all `z`, whereas the unique
least-squares minimizer, the mean, tends to infinity as `z` does. -/
theorem absolute_robust_least_squares_not (E : ι → ℝ) (h : 2 ≤ Fintype.card ι) :
    (∀ z, (∃ c, IsMinimizer (absDev (withOutlier E z)) c) ∧
      ∀ c, IsMinimizer (absDev (withOutlier E z)) c →
        c ∈ Set.Icc (⨅ i, E i) (⨆ i, E i)) ∧
    (∀ z c, IsMinimizer (sqDev (withOutlier E z)) c ↔ c = mean (withOutlier E z)) ∧
    Tendsto (fun z => mean (withOutlier E z)) atTop atTop := by
  refine ⟨fun z => absDev_minimizers (by rw [Fintype.card_unit]; omega) E _,
    fun z c => sqDev_minimizer_iff _ c, ?_⟩
  -- the mean is affine in the outlier, with positive slope
  have hmean : (fun z => mean (withOutlier E z)) =
      fun z => (∑ i, E i + z) / ((Fintype.card ι : ℝ) + 1) := by
    funext z
    simp [mean, withOutlier, Fintype.sum_sum_type]
  rw [hmean]
  exact (tendsto_atTop_add_const_left _ _ tendsto_id).atTop_div_const (by positivity)

end

end LocalEnergyOutliers
```

The hypothesis `h` requires $m\ge2$ fixed energies, so that the single outlier is in the minority. The conclusion has three parts:

- For every real $z$, the absolute deviation has a minimizer, and all its minimizers lie in $[E_{\min},E_{\max}]$. This is the majority theorem with $p=1$, and the interval does not depend on $z$.
- For every $z$, the squared deviation has the mean of the joint sample as its unique minimizer.
- This mean tends to infinity with $z$. In `Tendsto … atTop atTop`, the first `atTop` says that $z$ grows without bound, and the second says that the mean does.

For the third part, `hmean` computes the mean as
$$\mu(z)=\frac{\sum_i E_i+z}{m+1}.$$
Given any bound $B$, we have $\mu(z)\ge B$ as soon as $z\ge(m+1)B-\sum_i E_i$. Lean reaches the same conclusion by starting from the fact that $z$ itself tends to infinity, adding a constant and dividing by a positive constant.

With fixed energies $0$ and $1$ and an outlier $z=100$, for example, the absolute deviation is minimized at $c=1$, while the mean is $101/3\approx33.7$.

```lean
#print axioms LocalEnergyOutliers.outlier_minimizes_of_equal_number
#print axioms LocalEnergyOutliers.absolute_robust_least_squares_not
```

```
'LocalEnergyOutliers.outlier_minimizes_of_equal_number' depends on axioms: [propext, Classical.choice, Quot.sound]
'LocalEnergyOutliers.absolute_robust_least_squares_not' depends on axioms: [propext, Classical.choice, Quot.sound]
```
